# Long-wavelength screening in jellium: Hubbard's local-field coupling is twice the relative Hartree–Fock reduction of the inverse compressibility

Take a static dielectric function $\epsilon(q)=1+P/(1-GP)$ with polarization $P(q)=K/q^2$ and local field factor $G(q)=g\,q^2$, where $K=k_{TF}^2$ is the squared Thomas–Fermi wavevector and $g$ is a constant. The product $GP=gK$ does not depend on $q$, so for every $q\neq0$ and $gK\neq1$

$$q^2(\epsilon(q)-1)=\frac{K}{1-gK}.$$

The local field factor vanishes as $q^2$ and the polarization diverges as $1/q^2$, so their product leaves a finite correction at long wavelength.

In general $P(q)=K F(q)/q^2$. If $F(q)\to1$ and $G(q)/q^2\to g$ as $q\to0^+$, and $gK\neq1$, the same value is reached as a limit:

$$\lim_{q\to0^+}q^2(\epsilon(q)-1)=\frac{K}{1-gK}.$$

For unpolarized jellium in atomic units, with Fermi wavevector $k_F$, Hubbard's factor $G=q^2/(2(q^2+k_F^2))$ gives the coupling $gK=2/(\pi k_F)$. Hartree–Fock exchange lowers the inverse compressibility of the free gas by the fraction $1/(\pi k_F)$, which is half as much.

## The $q=0$ entry of a screened interaction

A code that tabulates the statically screened interaction $4\pi/(q^2\epsilon(q))$ between test charges in the uniform electron gas cannot evaluate $P$ at $q=0$. Since $q^2\epsilon=q^2+q^2(\epsilon-1)$, the limit supplies the missing entry, $4\pi(1-gK)/K$ for $K\neq0$. The form

$$q^2(\epsilon-1)=\frac{KF}{1-(G/q^2)\,KF}$$

is convenient near the origin, because Hubbard's $G/q^2=1/(2(q^2+k_F^2))$ is regular there and at $q=0$ the function $F$ is replaced by its limit 1.

The sign deserves a check. With Hubbard's factor the limit is negative when $k_F<2/\pi$, so at such densities $\epsilon(q)$ is negative at small $q$.

## From the dielectric function to the factor of two

**Screening.** For $q\neq0$ we have $q^2P=KF$, hence

$$q^2(\epsilon-1)=\frac{q^2P}{1-GP}=\frac{KF}{1-GP}.$$

Also $GP=(G/q^2)(KF)\to gK$. The numerator tends to $K$ and the denominator to $1-gK$, which is nonzero by assumption.

**The critical coupling.** Let $gK=1$, and suppose that $1-GP$ does not vanish at small $q>0$. If $q^2(\epsilon-1)$ had a finite limit $L$, its product with $1-GP$ would tend to $L\cdot0=0$. That product equals $KF$, which tends to $K$. So $K=0$, which contradicts $gK=1$, and there is no finite limit.

**Jellium with Hubbard's factor.** With $x=q/(2k_F)$, the static Lindhard function is

$$\frac12+\frac{1-x^2}{4x}\ln\left|\frac{1+x}{1-x}\right|.$$

The logarithm has slope 2 at $x=0$, so the function tends to $\frac12+\frac14\cdot2=1$. Hubbard's factor has $g=1/(2k_F^2)$. With $K=4k_F/\pi$,

$$gK=\frac{1}{2k_F^2}\cdot\frac{4k_F}{\pi}=\frac{2}{\pi k_F}.$$

**Hartree–Fock.** Let $n$ be the density, so $k_F^3=3\pi^2n$ and $dk_F/dn=\pi^2/k_F^2$. The energy per volume is

$$e_s(n)=n\left(\frac{3}{10}k_F^2-s\,\frac{3}{4\pi}k_F\right),$$

with $s=0$ for the free gas and $s=1$ with exchange. Using $n\pi^2/k_F^2=k_F/3$, the chemical potential is

$$\mu_s=\frac{de_s}{dn}=\frac{3}{10}k_F^2-\frac{3s}{4\pi}k_F+\frac{k_F}{3}\left(\frac35k_F-\frac{3s}{4\pi}\right)=\frac{k_F^2}{2}-\frac{s\,k_F}{\pi}.$$

A second derivative gives

$$\frac{d\mu_s}{dn}=\left(k_F-\frac{s}{\pi}\right)\frac{\pi^2}{k_F^2}=\frac{\pi^2}{k_F}\left(1-\frac{s}{\pi k_F}\right).$$

The inverse compressibility is $n^2\,d\mu_s/dn$, and the factor $n^2$ cancels in the ratio of $s=1$ to $s=0$. That ratio is $1-1/(\pi k_F)$, so exchange causes a relative reduction of $1/(\pi k_F)$, half of Hubbard's $gK$.

## The Lean file

```lean
import Mathlib

open Filter Topology Real

namespace JelliumCompressibility

noncomputable section

/-- The static polarization `P(q) = kTF² F(q) / q²`, with `kTFsq` the squared Thomas-Fermi
wavevector. -/
def polarization (kTFsq : ℝ) (F : ℝ → ℝ) (q : ℝ) : ℝ := kTFsq * F q / q ^ 2

/-- The static dielectric function `1 + P / (1 - G P)` with local field factor `G`. -/
def dielectric (kTFsq : ℝ) (F G : ℝ → ℝ) (q : ℝ) : ℝ :=
  1 + polarization kTFsq F q / (1 - G q * polarization kTFsq F q)

/-- The squared Thomas-Fermi wavevector of jellium in atomic units. -/
def thomasFermiSq (kF : ℝ) : ℝ := 4 * kF / π

/-- The static Lindhard function of the reduced wavevector `x = q / (2 kF)`. -/
def lindhard (x : ℝ) : ℝ :=
  1 / 2 + (1 - x ^ 2) / (4 * x) * Real.log |(1 + x) / (1 - x)|

/-- Hubbard's local field factor. -/
def hubbardG (kF q : ℝ) : ℝ := q ^ 2 / (2 * (q ^ 2 + kF ^ 2))

/-- The Fermi wavevector of the unpolarized electron gas of density `n`. -/
def fermiWavevector (n : ℝ) : ℝ := (3 * π ^ 2 * n) ^ (1 / 3 : ℝ)

/-- Energy per volume of jellium in atomic units: kinetic energy plus `s` times the
exchange energy. -/
def energyDensity (s n : ℝ) : ℝ :=
  n * (3 / 10 * fermiWavevector n ^ 2 - s * (3 / (4 * π)) * fermiWavevector n)

/-- The chemical potential `kF²/2 - s kF/π` as a function of density. -/
def chemicalPotential (s n : ℝ) : ℝ :=
  fermiWavevector n ^ 2 / 2 - s * fermiWavevector n / π

/-- At nonzero wavevector, `q² (ε - 1) = kTF² F / (1 - G P)`. -/
theorem scaled_dielectric (K : ℝ) (F G : ℝ → ℝ) {q : ℝ} (hq : q ≠ 0) :
    q ^ 2 * (dielectric K F G q - 1) = K * F q / (1 - G q * polarization K F q) := by
  have hP : q ^ 2 * polarization K F q = K * F q := by
    unfold polarization
    field_simp
  unfold dielectric
  rw [add_sub_cancel_left, ← mul_div_assoc, hP]

/-- At long wavelength the denominator `1 - G P` tends to `1 - g kTF²`. -/
theorem denominator_limit {K g : ℝ} {F G : ℝ → ℝ}
    (hF : Tendsto F (𝓝[>] 0) (𝓝 1))
    (hG : Tendsto (fun q => G q / q ^ 2) (𝓝[>] 0) (𝓝 g)) :
    Tendsto (fun q => 1 - G q * polarization K F q) (𝓝[>] 0) (𝓝 (1 - g * K)) := by
  have h : Tendsto (fun q => G q / q ^ 2 * (K * F q)) (𝓝[>] 0) (𝓝 (g * (K * 1))) :=
    hG.mul (hF.const_mul K)
  rw [mul_one] at h
  refine Tendsto.const_sub 1 (h.congr fun q => ?_)
  unfold polarization
  ring

/-- Long-wavelength screening with a local field: `q² (ε - 1)` tends to
`kTF² / (1 - g kTF²)`. -/
theorem screening_limit {K g : ℝ} {F G : ℝ → ℝ}
    (hF : Tendsto F (𝓝[>] 0) (𝓝 1))
    (hG : Tendsto (fun q => G q / q ^ 2) (𝓝[>] 0) (𝓝 g)) (hg : g * K ≠ 1) :
    Tendsto (fun q => q ^ 2 * (dielectric K F G q - 1)) (𝓝[>] 0)
      (𝓝 (K / (1 - g * K))) := by
  have h : Tendsto (fun q => K * F q / (1 - G q * polarization K F q)) (𝓝[>] 0)
      (𝓝 (K * 1 / (1 - g * K))) :=
    (hF.const_mul K).div (denominator_limit hF hG) (sub_ne_zero.mpr hg.symm)
  rw [mul_one] at h
  refine h.congr' ?_
  filter_upwards [self_mem_nhdsWithin] with q hq
  exact (scaled_dielectric K F G (Set.mem_Ioi.mp hq).ne').symm

/-- If `g kTF² = 1` and `1 - G P` does not vanish at small nonzero `q`, then `q² (ε - 1)`
has no finite long-wavelength limit. -/
theorem no_finite_limit_at_critical {K g : ℝ} {F G : ℝ → ℝ}
    (hF : Tendsto F (𝓝[>] 0) (𝓝 1))
    (hG : Tendsto (fun q => G q / q ^ 2) (𝓝[>] 0) (𝓝 g)) (hg : g * K = 1)
    (hne : ∀ᶠ q in 𝓝[>] 0, 1 - G q * polarization K F q ≠ 0) :
    ¬ ∃ L : ℝ, Tendsto (fun q => q ^ 2 * (dielectric K F G q - 1)) (𝓝[>] 0) (𝓝 L) := by
  rintro ⟨L, hL⟩
  have h1 := hL.mul (denominator_limit (K := K) hF hG)
  -- multiplying by the denominator gives back kTF² F, which tends to kTF²
  have h2 : Tendsto (fun q => q ^ 2 * (dielectric K F G q - 1) *
      (1 - G q * polarization K F q)) (𝓝[>] 0) (𝓝 (K * 1)) := by
    refine (hF.const_mul K).congr' ?_
    filter_upwards [self_mem_nhdsWithin, hne] with q hq hd
    rw [scaled_dielectric K F G (Set.mem_Ioi.mp hq).ne', div_mul_cancel₀ _ hd]
  have h3 := tendsto_nhds_unique h1 h2
  rw [hg, sub_self, mul_zero, mul_one] at h3
  rw [← h3, mul_zero] at hg
  exact zero_ne_one hg

/-- The static Lindhard function tends to one at long wavelength. -/
theorem lindhard_limit : Tendsto lindhard (𝓝[≠] 0) (𝓝 1) := by
  have a : HasDerivAt (fun x : ℝ => 1 + x) 1 0 := (hasDerivAt_id' 0).const_add 1
  have b : HasDerivAt (fun x : ℝ => 1 - x) (-1) 0 := (hasDerivAt_id' 0).const_sub 1
  -- the logarithm has slope 2 at the origin
  have h1 : HasDerivAt (fun x : ℝ => Real.log (1 + x) - Real.log (1 - x)) 2 0 :=
    ((a.log (by norm_num)).fun_sub (b.log (by norm_num))).congr_deriv (by norm_num)
  have hs := hasDerivAt_iff_tendsto_slope.mp h1
  have hc : Continuous (fun x : ℝ => (1 - x ^ 2) / 4) := by fun_prop
  have h2 : Tendsto (fun x : ℝ => (1 - x ^ 2) / 4) (𝓝[≠] 0) (𝓝 (1 / 4)) :=
    (hc.tendsto' 0 (1 / 4) (by norm_num)).mono_left nhdsWithin_le_nhds
  have h3 := (h2.mul hs).const_add (1 / 2)
  rw [show (1 / 2 + 1 / 4 * 2 : ℝ) = 1 by norm_num] at h3
  refine h3.congr' ?_
  have hI : Set.Ioo (-1 : ℝ) 1 ∈ 𝓝[≠] (0 : ℝ) :=
    mem_nhdsWithin_of_mem_nhds (Ioo_mem_nhds (by norm_num) (by norm_num))
  filter_upwards [hI] with x hx
  have hp : 1 + x ≠ 0 := by linarith [hx.1] |> fun h : 0 < 1 + x => h.ne'
  have hm : 1 - x ≠ 0 := (sub_pos.mpr hx.2).ne'
  simp only [lindhard, slope_def_field, Real.log_abs]
  rw [Real.log_div hp hm]
  simp only [add_zero, sub_zero, Real.log_one]
  ring

/-- Hubbard's local field factor obeys `G(q)/q² → 1/(2 kF²)`. -/
theorem hubbard_slope {kF : ℝ} (hk : 0 < kF) :
    Tendsto (fun q => hubbardG kF q / q ^ 2) (𝓝[>] 0) (𝓝 (1 / (2 * kF ^ 2))) := by
  have h0 : 2 * ((0 : ℝ) ^ 2 + kF ^ 2) ≠ 0 := by positivity
  have hc : ContinuousAt (fun q : ℝ => 1 / (2 * (q ^ 2 + kF ^ 2))) 0 :=
    ContinuousAt.div continuousAt_const (by fun_prop) h0
  have e : 1 / (2 * ((0 : ℝ) ^ 2 + kF ^ 2)) = 1 / (2 * kF ^ 2) := by
    rw [zero_pow two_ne_zero, zero_add]
  rw [← e]
  refine (hc.tendsto.mono_left nhdsWithin_le_nhds).congr' ?_
  filter_upwards [self_mem_nhdsWithin] with q hq
  have hq0 : q ≠ 0 := (Set.mem_Ioi.mp hq).ne'
  have hs : q ^ 2 + kF ^ 2 ≠ 0 := by positivity
  unfold hubbardG
  field_simp

/-- For Hubbard's local field factor in jellium, `g kTF² = 2/(π kF)`. -/
theorem hubbard_coupling {kF : ℝ} (hk : 0 < kF) :
    1 / (2 * kF ^ 2) * thomasFermiSq kF = 2 / (π * kF) := by
  have hpi := Real.pi_pos
  unfold thomasFermiSq
  field_simp
  norm_num

/-- Jellium with the Lindhard function and Hubbard's local field factor:
`q² (ε - 1)` tends to `kTF² / (1 - 2/(π kF))`. -/
theorem hubbard_screening_limit {kF : ℝ} (hk : 0 < kF) (hcrit : π * kF ≠ 2) :
    Tendsto (fun q => q ^ 2 * (dielectric (thomasFermiSq kF)
        (fun p => lindhard (p / (2 * kF))) (hubbardG kF) q - 1)) (𝓝[>] 0)
      (𝓝 (thomasFermiSq kF / (1 - 2 / (π * kF)))) := by
  have hx : Tendsto (fun p : ℝ => p / (2 * kF)) (𝓝[>] 0) (𝓝[≠] 0) := by
    refine tendsto_nhdsWithin_iff.mpr ⟨?_, ?_⟩
    · have hc : Continuous (fun p : ℝ => p / (2 * kF)) := by fun_prop
      exact (hc.tendsto' 0 0 (zero_div _)).mono_left nhdsWithin_le_nhds
    · filter_upwards [self_mem_nhdsWithin] with p hp
      exact (div_pos (Set.mem_Ioi.mp hp) (by positivity)).ne'
  have hpk : π * kF ≠ 0 := (mul_pos Real.pi_pos hk).ne'
  rw [← hubbard_coupling hk]
  refine screening_limit (lindhard_limit.comp hx) (hubbard_slope hk) ?_
  rw [hubbard_coupling hk]
  intro h
  rw [div_eq_one_iff_eq hpk] at h
  exact hcrit h.symm

/-- At positive density the Fermi wavevector is positive, satisfies `kF³ = 3π² n`, and has
density derivative `π²/kF²`. -/
theorem fermiWavevector_deriv {n : ℝ} (hn : 0 < n) :
    0 < fermiWavevector n ∧ fermiWavevector n ^ 3 = 3 * π ^ 2 * n ∧
      HasDerivAt fermiWavevector (π ^ 2 / fermiWavevector n ^ 2) n := by
  have hpi := Real.pi_pos
  have hy : 0 < 3 * π ^ 2 * n := by positivity
  have hk : 0 < fermiWavevector n := Real.rpow_pos_of_pos hy _
  have h3 : fermiWavevector n ^ 3 = 3 * π ^ 2 * n := by
    unfold fermiWavevector
    rw [← Real.rpow_natCast, ← Real.rpow_mul hy.le]
    norm_num
  refine ⟨hk, h3, ?_⟩
  have h0 : HasDerivAt (fun m : ℝ => 3 * π ^ 2 * m) (3 * π ^ 2) n :=
    ((hasDerivAt_id' n).const_mul (3 * π ^ 2)).congr_deriv (mul_one _)
  have h := h0.rpow_const (p := 1 / 3) (Or.inl hy.ne')
  change HasDerivAt (fun m : ℝ => (3 * π ^ 2 * m) ^ (1 / 3 : ℝ)) _ n
  refine h.congr_deriv ?_

  have hr : (3 * π ^ 2 * n) ^ (1 / 3 : ℝ) = fermiWavevector n := rfl
  rw [Real.rpow_sub_one hy.ne', hr, ← h3]
  field_simp

/-- The chemical potential is the density derivative of the energy per volume, and its own
density derivative is `(π²/kF) (1 - s/(π kF))`. -/
theorem energy_derivatives (s : ℝ) {n : ℝ} (hn : 0 < n) :
    HasDerivAt (energyDensity s) (chemicalPotential s n) n ∧
      HasDerivAt (chemicalPotential s)
        (π ^ 2 / fermiWavevector n * (1 - s / (π * fermiWavevector n))) n := by
  have hpi := Real.pi_pos
  obtain ⟨hk, h3, hd⟩ := fermiWavevector_deriv hn
  have hsq : HasDerivAt (fun m => fermiWavevector m ^ 2)
      (2 * fermiWavevector n * (π ^ 2 / fermiWavevector n ^ 2)) n :=
    (hd.fun_pow 2).congr_deriv (by norm_num)
  constructor
  · have hnk : n * (π ^ 2 / fermiWavevector n ^ 2) = fermiWavevector n / 3 := by
      rw [← mul_div_assoc, div_eq_iff (by positivity)]
      linear_combination (-1 / 3) * h3
    have h := (hasDerivAt_id' n).fun_mul
      ((hsq.const_mul (3 / 10)).fun_sub (hd.const_mul (s * (3 / (4 * π)))))
    refine h.congr_deriv ?_
    unfold chemicalPotential
    generalize π ^ 2 / fermiWavevector n ^ 2 = d at hnk ⊢
    linear_combination (3 / 5 * fermiWavevector n - s * (3 / (4 * π))) * hnk
  · have h := (hsq.div_const 2).fun_sub ((hd.const_mul s).div_const π)
    refine h.congr_deriv ?_
    field_simp

/-- Hubbard's `g kTF²` is twice the relative reduction of `dμ/dn` that Hartree-Fock exchange
causes in the free electron gas, and that reduction is `1/(π kF)`. -/
theorem hubbard_twice_hartreeFock {n : ℝ} (hn : 0 < n) :
    1 - deriv (chemicalPotential 1) n / deriv (chemicalPotential 0) n =
        1 / (π * fermiWavevector n) ∧
      1 / (2 * fermiWavevector n ^ 2) * thomasFermiSq (fermiWavevector n) =
        2 * (1 - deriv (chemicalPotential 1) n / deriv (chemicalPotential 0) n) := by
  have hpi := Real.pi_pos
  have hk := (fermiWavevector_deriv hn).1
  have hne : π ^ 2 / fermiWavevector n ≠ 0 := by positivity
  have h : 1 - deriv (chemicalPotential 1) n / deriv (chemicalPotential 0) n =
      1 / (π * fermiWavevector n) := by
    rw [(energy_derivatives 1 hn).2.deriv, (energy_derivatives 0 hn).2.deriv,
      zero_div, sub_zero, mul_one, mul_div_cancel_left₀ _ hne, sub_sub_cancel]
  refine ⟨h, ?_⟩
  rw [h, hubbard_coupling hk]
  ring

end

end JelliumCompressibility
```

```lean
#print axioms JelliumCompressibility.no_finite_limit_at_critical
-- 'JelliumCompressibility.no_finite_limit_at_critical' depends on axioms: [propext, Classical.choice, Quot.sound]
#print axioms JelliumCompressibility.hubbard_screening_limit
-- 'JelliumCompressibility.hubbard_screening_limit' depends on axioms: [propext, Classical.choice, Quot.sound]
#print axioms JelliumCompressibility.hubbard_twice_hartreeFock
-- 'JelliumCompressibility.hubbard_twice_hartreeFock' depends on axioms: [propext, Classical.choice, Quot.sound]
```

## How the theorems map to the physics

In `screening_limit`, `K` and `g` are arbitrary real numbers and `F` and `G` arbitrary real functions. The hypotheses `hF` and `hG` are the two long-wavelength conditions, and `hg` excludes the critical coupling. The filter `𝓝[>] 0` means that $q$ approaches zero through positive values.

`no_finite_limit_at_critical` needs the extra hypothesis `hne`, that the denominator is nonzero at small $q$. In the opening example with $gK=1$ the denominator is zero at every $q\neq0$; Lean sets division by zero to zero, so the scaled expression would have the limit 0.

`hubbard_screening_limit` treats jellium with the Lindhard function and Hubbard's factor, for $k_F>0$ and $\pi k_F\neq2$. `hubbard_twice_hartreeFock` holds at every density $n>0$. Its first part states the Hartree–Fock reduction as one minus a ratio of derivatives of `chemicalPotential`, and its second part states that Hubbard's coupling is twice that reduction.

Several physical inputs enter as definitions. `thomasFermiSq` is $4\pi$ times the free gas's $dn/d\mu$. The coefficients in `energyDensity` are the kinetic and exchange energies per electron of a filled, unpolarized Fermi sphere; they are not derived from a Slater determinant. Hubbard's $G$ and the Lindhard function are likewise taken as given formulas.

## How the proof follows the algebra

`scaled_dielectric` is the identity at nonzero $q$, and `denominator_limit` is the limit of $1-GP$. `screening_limit` divides the limit of the numerator $KF$ by that of the denominator. The critical case multiplies back by the denominator and compares the two resulting limits with `tendsto_nhds_unique`.

`lindhard_limit` obtains the slope of the logarithm from its derivative at zero, through `hasDerivAt_iff_tendsto_slope`. `hubbard_slope` and `hubbard_coupling` supply $g$ and $gK$, and `hubbard_screening_limit` inserts them into the general theorem after rescaling $q$ to $q/(2k_F)$.

On the Hartree–Fock side, `fermiWavevector_deriv` differentiates the cube root. `energy_derivatives` proves that `chemicalPotential` is the derivative of `energyDensity` and then differentiates it once more; the relation $n\pi^2/k_F^2=k_F/3$ appears there as `hnk`.

The screening argument turns on `Tendsto.congr'`. This lemma transfers a limit from one function to another when the two agree eventually along the filter, so they need not agree everywhere. In `screening_limit` the simplified quotient has a limit by ordinary limit arithmetic, but it is known to equal $q^2(\epsilon-1)$ only for $q\neq0$. The line `filter_upwards [self_mem_nhdsWithin] with q hq` extracts $q>0$ from the filter itself, and `scaled_dielectric` then applies. The value assigned to the formula at $q=0$ never enters.

## What a code can take from the limit

The theorems fix the $q\to0^+$ value for a static, homogeneous model in exact real arithmetic. They give no convergence rate, so they do not say how small $q$ must be before the limiting value is accurate, and they do not bound rounding errors or finite-cell effects.

The critical theorem is not specialised to Hubbard's factor at $\pi k_F=2$; using it there requires a separate argument that the denominator stays nonzero.

The Hartree–Fock comparison contains no correlation energy. It relates two explicit numbers and does not derive the compressibility sum rule, the physical principle that would require $gK$ to equal the relative reduction of the inverse compressibility. Read with that rule, the factor of two means that Hubbard's $G$ is inconsistent at long wavelength with the Hartree–Fock compressibility of the unpolarized gas.
